# Finitely many linear functionals on a real vector space take arbitrary values simultaneously exactly when they are linearly independent

The theorem `pi_surjective_iff` concerns a real vector space `V`, not assumed finite-dimensional, and a family `φ` of linear functionals on it indexed by a finite type `κ`. It states that the map `LinearMap.pi φ`, sending x to the tuple of values φᵢ(x), is surjective onto `κ → ℝ` if and only if the functionals are linearly independent; read physically, finitely many linear observables or linearised constraints can be set to any prescribed values at once exactly when no nontrivial linear relation ties them together. The forward direction tests a relation ∑ aᵢφᵢ = 0 on a point where only the j-th functional is nonzero. The converse argues by contradiction: a proper range lies in the kernel of a nonzero functional `ψ`, whose values on the indicator vectors give a relation `hrel` among the φᵢ, so independence forces those values, and hence `ψ`, to vanish.

This version doesn't compile in Lean 4 with Mathlib:

```lean
import Mathlib

open Module Function

namespace GibbsPhaseRule

variable {V : Type*} [AddCommGroup V] [Module ℝ V] {ι : Type*}

/-- Finitely many linear functionals can be given arbitrary values simultaneously exactly
when they are linearly independent. -/
theorem pi_surjective_iff {κ : Type*} [Fintype κ] (φ : κ → Dual ℝ V) :
    Surjective (LinearMap.pi φ) ↔ LinearIndependent ℝ φ := by
  classical
  rw [Fintype.linearIndependent_iff]
  constructor
  · intro hs a ha j
    -- test the relation on a point where only the `j`-th functional is nonzero
    obtain ⟨x, hx⟩ := hs (Pi.single j 1)
    have hx' : ∀ i, φ i x = (Pi.single j (1 : ℝ) : κ → ℝ) i := fun i => congrFun hx i
    have h := LinearMap.congr_fun ha x
    simpa [LinearMap.sum_apply, hx', Pi.single_apply] using h
  · intro hli
    by_contra hs
    have hlt : LinearMap.range (LinearMap.pi φ) < ⊤ :=
      lt_top_iff_ne_top.mpr fun h => hs (LinearMap.range_eq_top.mp h)
    -- a nonzero functional vanishing on the range gives a linear relation
    obtain ⟨ψ, hψ, hle⟩ := Submodule.exists_le_ker_of_lt_top _ hlt
    have hrel : ∑ i, (ψ fun j => if i = j then 1 else 0) • φ i = 0 := by
      apply LinearMap.ext
      intro x
      have h : ψ (LinearMap.pi φ x) = 0 := hle ⟨x, rfl⟩
      rw [LinearMap.pi_apply_eq_sum_univ] at h
      rw [LinearMap.sum_apply, LinearMap.zero_apply, ← h]
      refine Finset.sum_congr rfl fun i _ => ?_
      rw [LinearMap.smul_apply, LinearMap.pi_apply, smul_eq_mul, smul_eq_mul, mul_comm]
    apply hψ
    apply LinearMap.ext
    intro y
    rw [LinearMap.pi_apply_eq_sum_univ, LinearMap.zero_apply]
    refine Finset.sum_eq_zero fun i _ => ?_
    rw [hli _ hrel i, smul_zero]

end GibbsPhaseRule
```

The error:

```
Main.lean:28:70: error: unsolved goals
V : Type u_1
inst✝² : AddCommGroup V
inst✝¹ : Module ℝ V
κ : Type u_3
inst✝ : Fintype κ
φ : κ → Dual ℝ V
hli : ∀ (g : κ → ℝ), ∑ i, g i • φ i = 0 → ∀ (i : κ), g i = 0
hs : ¬Surjective ⇑(LinearMap.pi φ)
hlt : (LinearMap.pi φ).range < ⊤
ψ : (κ → ℝ) →ₗ[ℝ] ℝ
hψ : ψ ≠ 0
hle : (LinearMap.pi φ).range ≤ ψ.ker
x : V
h : (∑ i, (LinearMap.pi φ) x i • ψ fun j => if i = j then 1 else 0) = 0
i : κ
x✝ : i ∈ Finset.univ
⊢ ((φ i) x * ψ fun j => if i = j then 1 else ∑ i, (LinearMap.pi φ) x i • ψ fun j => if i = j then 1 else 0) =
    (φ i) x * ψ fun j => if i = j then 1 else 0
```

What went wrong. The message reports a goal left open in the proof of `hrel`. After `LinearMap.sum_apply` and `LinearMap.zero_apply`, the goal equates a sum with the real number `0`, and `h` says that another sum equals `0`. The rewrite `← h` was meant to replace the right-hand `0` by that second sum, but `rw` replaces every instance of its pattern, here `0 : ℝ`. That literal also occurs on the left, in `if i = j then 1 else 0`, and since it contains no bound variable it is rewritten there as well. The open goal shows the result: the left else-branch has become the whole sum from `h`, while the right one is still `0`. The remaining rewrites all succeed, but the two arguments of `ψ` now differ, so the `rfl` that ends `rw` cannot close the goal.

The repair drops `← h` and applies `Eq.trans ?_ h`. This uses `h` only for the last step, from its sum to `0`, and leaves the equality of the two sums with the left side untouched. After `Finset.sum_congr`, the unchanged final `rw` makes both sides identical.

Fix (accepted with no message):

```diff
@@ -31,5 +31,6 @@
       have h : ψ (LinearMap.pi φ x) = 0 := hle ⟨x, rfl⟩
       rw [LinearMap.pi_apply_eq_sum_univ] at h
-      rw [LinearMap.sum_apply, LinearMap.zero_apply, ← h]
+      rw [LinearMap.sum_apply, LinearMap.zero_apply]
+      refine Eq.trans ?_ h
       refine Finset.sum_congr rfl fun i _ => ?_
       rw [LinearMap.smul_apply, LinearMap.pi_apply, smul_eq_mul, smul_eq_mul, mul_comm]
```
